# A coefficient-weighted error budget bounds the residual gap of inexact subspace products

Let A be a linear map between normed spaces over ℝ or ℂ, and let A x = b be solved approximately by x = Σⱼ yⱼ vⱼ, with m ≥ 1 trial vectors vⱼ and scalar coefficients yⱼ, j = 0, …, m − 1. The solver stores inexact products wⱼ = A vⱼ + fⱼ with errors fⱼ. If there are numbers C > 0, ρⱼ > 0 and ε with

    |yⱼ| ≤ C ρⱼ    and    ‖fⱼ‖ ≤ ε / (m C ρⱼ)    for all j,

then the true residual r = b − A x and the computed residual r̃ = b − Σⱼ yⱼ wⱼ satisfy

    ‖r − r̃‖ ≤ ε.

The coefficient bound is a hypothesis about the solver. In the intended reading ρⱼ is the size of the residual still to be removed when vⱼ is added, and C measures how large a coefficient that residual can call for. A product with small ρⱼ may then carry a large error. This bears on linear response equations and linear amplitude equations in electronic structure, where each A vⱼ may come from screened or approximated integrals; nonlinear amplitude equations and rounding in the sums are excluded.

## The gap and its budget

Linearity gives A x = Σⱼ yⱼ A vⱼ, so the gap g = r − r̃ is

    g = (b − Σⱼ yⱼ A vⱼ) − (b − Σⱼ yⱼ A vⱼ − Σⱼ yⱼ fⱼ) = Σⱼ yⱼ fⱼ.

For any bounds |yⱼ| ≤ aⱼ and ‖fⱼ‖ ≤ τⱼ the triangle inequality gives

    ‖g‖ ≤ Σⱼ |yⱼ| ‖fⱼ‖ ≤ Σⱼ aⱼ τⱼ.

With aⱼ = C ρⱼ and τⱼ = ε / (m C ρⱼ) each term is aⱼ τⱼ = ε / m, and the m terms add to ε.

The budget Σⱼ aⱼ τⱼ is reached. For aⱼ, τⱼ ≥ 0 and a unit vector u, take yⱼ = aⱼ and fⱼ = τⱼ u:

    g = (Σⱼ aⱼ τⱼ) u,    ‖g‖ = Σⱼ aⱼ τⱼ.

Hence, when a unit vector exists, ‖g‖ ≤ ε holds for all admissible y and f exactly when Σⱼ aⱼ τⱼ ≤ ε. Equal shares ε / m are one allocation that meets this condition with equality.

## Consequences for a stopping test

The reverse triangle inequality gives

    | ‖r‖ − ‖r̃‖ | ≤ ‖g‖ ≤ ε.

Suppose A x⋆ = b, and σ ‖z‖ ≤ ‖A z‖ for all z, with σ > 0. For a square matrix and Euclidean norms, σ is a lower bound on the smallest singular value; for A = H − ω I with H a Hermitian matrix, I the identity and ω a real frequency, that singular value equals the distance of ω from the nearest eigenvalue of H, so this distance can serve as σ when it is positive. With an indefinite metric in place of I, or with a non-Hermitian H, the smallest singular value can be smaller than the distance of ω from the nearest (generalised) eigenvalue, so that distance need not be an admissible σ. Since A (x⋆ − x) = b − A x = r,

    σ ‖x⋆ − x‖ ≤ ‖r‖ ≤ ‖r̃‖ + ε,    so    ‖x⋆ − x‖ ≤ (‖r̃‖ + ε) / σ.

Finally, if product j is made with a perturbed operator A + Δⱼ, then fⱼ = Δⱼ vⱼ. For ‖vⱼ‖ ≤ 1, as for normalised trial vectors, ‖fⱼ‖ ≤ ‖Δⱼ‖ ‖vⱼ‖ ≤ ‖Δⱼ‖, so the tolerance ε / (m C ρⱼ) can be imposed on the operator norm ‖Δⱼ‖.

## Spaces, products and residuals in Lean

```lean
import Mathlib

open Finset

namespace InexactSubspaceResidual

noncomputable section

variable {𝕜 : Type*} [RCLike 𝕜] {E F : Type*}
  [NormedAddCommGroup E] [NormedSpace 𝕜 E] [NormedAddCommGroup F] [NormedSpace 𝕜 F] {m : ℕ}
```

The scalars `𝕜` are real or complex. The space `E` holds trial vectors and solutions, and `F` holds b, products, errors and residuals. Any norm is allowed, and neither finite dimension nor completeness nor an inner product is assumed. Families are indexed by `Fin m`, that is j = 0, …, m − 1.

```lean
/-- The approximate solution `x = ∑ y_j v_j` built from trial vectors `v_j`. -/
def iterate (v : Fin m → E) (y : Fin m → 𝕜) : E := ∑ j, y j • v j

/-- The inexact operator-vector product `w_j = A v_j + f_j` with error `f_j`. -/
def inexactProduct (A : E →ₗ[𝕜] F) (v : Fin m → E) (f : Fin m → F) (j : Fin m) : F :=
  A (v j) + f j
```

The type `E →ₗ[𝕜] F` makes `A` linear, with no continuity required. The vectors `v` are arbitrary, so they need not be independent, orthogonal or a Krylov basis, and they may have been generated from earlier inexact products.

```lean
/-- The true residual `b - A x` of the equation `A x = b`. -/
def trueResidual (A : E →ₗ[𝕜] F) (b : F) (x : E) : F := b - A x

/-- The computed residual `b - ∑ y_j w_j`, assembled from stored products `w_j`. -/
def computedResidual (b : F) (w : Fin m → F) (y : Fin m → 𝕜) : F := b - ∑ j, y j • w j
```

The computed residual never applies `A`; it sees only the stored products `w`. The gap is the difference of the two, in the order true minus computed.

```lean
/-- The residual gap: true residual of the iterate minus the residual computed from the
inexact products. -/
def residualGap (A : E →ₗ[𝕜] F) (b : F) (v : Fin m → E) (f : Fin m → F) (y : Fin m → 𝕜) : F :=
  trueResidual A b (iterate v y) - computedResidual b (inexactProduct A v f) y
```

## The identity and the bound in Lean

```lean
/-- The residual gap is the sum of the product errors weighted by the coefficients. -/
theorem residualGap_eq (A : E →ₗ[𝕜] F) (b : F) (v : Fin m → E) (f : Fin m → F)
    (y : Fin m → 𝕜) : residualGap A b v f y = ∑ j, y j • f j := by
  simp only [residualGap, trueResidual, computedResidual, iterate, inexactProduct,
    map_sum, map_smul, smul_add, Finset.sum_add_distrib]
  abel
```

After the definitions are unfolded, `map_sum` and `map_smul` carry A through the sum, `smul_add` and `Finset.sum_add_distrib` split Σⱼ yⱼ wⱼ into its exact and error parts, and `abel` cancels b and Σⱼ yⱼ A vⱼ.

```lean
/-- If `|y_j| ≤ a_j` and `‖f_j‖ ≤ τ_j`, the residual gap has norm at most `∑ a_j τ_j`. -/
theorem norm_residualGap_le_budget (A : E →ₗ[𝕜] F) (b : F) (v : Fin m → E) (f : Fin m → F)
    (y : Fin m → 𝕜) (a τ : Fin m → ℝ) (hy : ∀ j, ‖y j‖ ≤ a j) (hf : ∀ j, ‖f j‖ ≤ τ j) :
    ‖residualGap A b v f y‖ ≤ ∑ j, a j * τ j := by
  rw [residualGap_eq]
  -- triangle inequality, then a bound term by term
  refine (norm_sum_le _ _).trans (Finset.sum_le_sum fun j _ => ?_)
  rw [norm_smul]
  exact mul_le_mul (hy j) (hf j) (norm_nonneg _) ((norm_nonneg _).trans (hy j))
```

For a scalar, `‖y j‖` is the modulus |yⱼ|. The triangle inequality is `norm_sum_le`, and `norm_smul` turns ‖yⱼ fⱼ‖ into |yⱼ| ‖fⱼ‖. The last line multiplies the two bounds; the sign condition aⱼ ≥ 0 that this needs follows from 0 ≤ |yⱼ| ≤ aⱼ.

```lean
/-- For `m ≥ 1` inexact products with `|y_j| ≤ C ρ_j` and `‖f_j‖ ≤ ε / (m C ρ_j)`, where
`C, ρ_j > 0`, the true and computed residuals differ by at most `ε` in norm. -/
theorem norm_residualGap_le (A : E →ₗ[𝕜] F) (b : F) (v : Fin m → E) (f : Fin m → F)
    (y : Fin m → 𝕜) (ρ : Fin m → ℝ) (C ε : ℝ) (hm : 0 < m) (hC : 0 < C) (hρ : ∀ j, 0 < ρ j)
    (hy : ∀ j, ‖y j‖ ≤ C * ρ j) (hf : ∀ j, ‖f j‖ ≤ ε / (m * C * ρ j)) :
    ‖residualGap A b v f y‖ ≤ ε := by
  have hm' : (m : ℝ) ≠ 0 := Nat.cast_ne_zero.mpr hm.ne'
  have hC' := hC.ne'
  -- every product spends the same share ε / m
  have share : ∀ j, C * ρ j * (ε / (m * C * ρ j)) = ε / m := by
    intro j
    have := (hρ j).ne'
    field_simp
  have h := norm_residualGap_le_budget A b v f y (fun j => C * ρ j)
    (fun j => ε / (m * C * ρ j)) hy hf
  simp only [share, Finset.sum_const, Finset.card_univ, Fintype.card_fin, nsmul_eq_mul] at h
  have total : (m : ℝ) * (ε / m) = ε := by field_simp
  rwa [total] at h
```

In words: for m ≥ 1, C > 0 and all ρⱼ > 0, the hypotheses `hy` and `hf` give ‖g‖ ≤ ε. The three positivity hypotheses keep m C ρⱼ nonzero. No sign is assumed for ε, since `hf` at any one index already forces ε ≥ 0. The numbers `ρ j` are tied to no residual in the statement, and `hy` is derived for no algorithm. Nothing is said about how y is chosen or about whether r̃ becomes small. In the proof, `share` is aⱼ τⱼ = ε / m, the budget theorem is applied with these aⱼ and τⱼ, and `total` is m · (ε / m) = ε.

## Aligned errors

```lean
/-- With coefficients `y_j = a_j ≥ 0` and errors `f_j = τ_j u`, `τ_j ≥ 0`, all along one unit
vector `u`, the residual gap has norm exactly `∑ a_j τ_j`. -/
theorem norm_residualGap_aligned (A : E →ₗ[𝕜] F) (b : F) (v : Fin m → E) (a τ : Fin m → ℝ)
    (ha : ∀ j, 0 ≤ a j) (hτ : ∀ j, 0 ≤ τ j) (u : F) (hu : ‖u‖ = 1) :
    ‖residualGap A b v (fun j => ((τ j : ℝ) : 𝕜) • u) (fun j => ((a j : ℝ) : 𝕜))‖
      = ∑ j, a j * τ j := by
  have h : ∑ j, ((a j : ℝ) : 𝕜) • ((τ j : ℝ) : 𝕜) • u = ((∑ j, a j * τ j : ℝ) : 𝕜) • u := by
    rw [RCLike.ofReal_sum, Finset.sum_smul]
    refine Finset.sum_congr rfl fun j _ => ?_
    rw [smul_smul, RCLike.ofReal_mul]
  have hs : 0 ≤ ∑ j, a j * τ j := Finset.sum_nonneg fun j _ => mul_nonneg (ha j) (hτ j)
  rw [residualGap_eq, h, norm_smul, hu, mul_one, RCLike.norm_ofReal, abs_of_nonneg hs]
```

The real numbers aⱼ and τⱼ are cast into `𝕜`. Step `h` factors u out of the sum, giving g = (Σⱼ aⱼ τⱼ) u. The norm is then the absolute value of the sum, and `hs`, the nonnegativity of the sum, removes the absolute value.

```lean
/-- For bounds `a_j, τ_j ≥ 0` and a nonzero residual space, the gap is at most `ε` for all
coefficients `|y_j| ≤ a_j` and errors `‖f_j‖ ≤ τ_j` exactly when `∑ a_j τ_j ≤ ε`. -/
theorem gap_guaranteed_iff [Nontrivial F] (A : E →ₗ[𝕜] F) (b : F) (v : Fin m → E)
    (a τ : Fin m → ℝ) (ha : ∀ j, 0 ≤ a j) (hτ : ∀ j, 0 ≤ τ j) (ε : ℝ) :
    (∀ (y : Fin m → 𝕜) (f : Fin m → F), (∀ j, ‖y j‖ ≤ a j) → (∀ j, ‖f j‖ ≤ τ j) →
      ‖residualGap A b v f y‖ ≤ ε) ↔ ∑ j, a j * τ j ≤ ε := by
  constructor
  · intro h
    obtain ⟨x, hx⟩ := exists_ne (0 : F)
    obtain ⟨u, hu⟩ : ∃ u : F, ‖u‖ = 1 := ⟨_, norm_smul_inv_norm (𝕜 := 𝕜) hx⟩
    -- test the guarantee on the aligned worst case
    rw [← norm_residualGap_aligned A b v a τ ha hτ u hu]
    refine h _ _ (fun j => ?_) (fun j => ?_)
    · rw [RCLike.norm_ofReal, abs_of_nonneg (ha j)]
    · rw [norm_smul, hu, mul_one, RCLike.norm_ofReal, abs_of_nonneg (hτ j)]
  · intro h y f hy hf
    exact (norm_residualGap_le_budget A b v f y a τ hy hf).trans h
```

The hypothesis `[Nontrivial F]` supplies a nonzero vector, which `norm_smul_inv_norm` rescales to a unit vector u; in the zero space every gap vanishes, whatever the budget. From left to right, the guarantee is applied to the aligned choice after both bounds are checked for it. From right to left, the budget theorem is followed by Σⱼ aⱼ τⱼ ≤ ε.

```lean
/-- For `m ≥ 1`, `C, ρ_j > 0` and `ε ≥ 0`, the choice `y_j = C ρ_j`, `f_j = ε / (m C ρ_j) u` with
`u` a unit vector meets both bounds `|y_j| ≤ C ρ_j`, `‖f_j‖ ≤ ε / (m C ρ_j)` and gives a residual
gap of norm exactly `ε`. -/
theorem norm_residualGap_sharp (A : E →ₗ[𝕜] F) (b : F) (v : Fin m → E) (ρ : Fin m → ℝ)
    (C ε : ℝ) (hm : 0 < m) (hC : 0 < C) (hρ : ∀ j, 0 < ρ j) (hε : 0 ≤ ε)
    (u : F) (hu : ‖u‖ = 1) :
    (∀ j, ‖((C * ρ j : ℝ) : 𝕜)‖ ≤ C * ρ j) ∧
    (∀ j, ‖((ε / (m * C * ρ j) : ℝ) : 𝕜) • u‖ ≤ ε / (m * C * ρ j)) ∧
    ‖residualGap A b v (fun j => ((ε / (m * C * ρ j) : ℝ) : 𝕜) • u)
      (fun j => ((C * ρ j : ℝ) : 𝕜))‖ = ε := by
  have hm' : (0 : ℝ) < m := Nat.cast_pos.mpr hm
  have hm'' := hm'.ne'
  have hC' := hC.ne'
  have ha : ∀ j, 0 ≤ C * ρ j := fun j => (mul_pos hC (hρ j)).le
  have hτ : ∀ j, 0 ≤ ε / (m * C * ρ j) := fun j =>
    div_nonneg hε (mul_pos (mul_pos hm' hC) (hρ j)).le
  have share : ∀ j, C * ρ j * (ε / (m * C * ρ j)) = ε / m := by
    intro j
    have := (hρ j).ne'
    field_simp
  refine ⟨fun j => ?_, fun j => ?_, ?_⟩
  · rw [RCLike.norm_ofReal, abs_of_nonneg (ha j)]
  · rw [norm_smul, hu, mul_one, RCLike.norm_ofReal, abs_of_nonneg (hτ j)]
  · have h := norm_residualGap_aligned A b v (fun j => C * ρ j)
      (fun j => ε / (m * C * ρ j)) ha hτ u hu
    refine h.trans ?_
    simp only [share, Finset.sum_const, Finset.card_univ, Fintype.card_fin, nsmul_eq_mul]
    field_simp
```

The first two conjuncts are `hy` and `hf` of `norm_residualGap_le` for the aligned choice, and the third is ‖g‖ = ε. Here ε ≥ 0 and the unit vector are hypotheses. The coefficients and errors are chosen freely within their bounds, so the equality concerns the hypotheses and does not say that a given solver produces such a case.

## Residual norms, solution error and perturbed operators in Lean

```lean
/-- Under the hypotheses of `norm_residualGap_le` the norms of the true and the computed residual
differ by at most `ε`. -/
theorem abs_residual_norms_le (A : E →ₗ[𝕜] F) (b : F) (v : Fin m → E) (f : Fin m → F)
    (y : Fin m → 𝕜) (ρ : Fin m → ℝ) (C ε : ℝ) (hm : 0 < m) (hC : 0 < C) (hρ : ∀ j, 0 < ρ j)
    (hy : ∀ j, ‖y j‖ ≤ C * ρ j) (hf : ∀ j, ‖f j‖ ≤ ε / (m * C * ρ j)) :
    |‖trueResidual A b (iterate v y)‖ - ‖computedResidual b (inexactProduct A v f) y‖| ≤ ε :=
  (abs_norm_sub_norm_le _ _).trans (norm_residualGap_le A b v f y ρ C ε hm hC hρ hy hf)
```

The reverse triangle inequality is `abs_norm_sub_norm_le`, chained with the bound on the gap.

```lean
/-- Under the hypotheses of `norm_residualGap_le`, if moreover `σ ‖z‖ ≤ ‖A z‖` for all `z` with `σ >
0` and `A xs = b`, the iterate lies within `(‖computed residual‖ + ε) / σ` of the solution `xs`. -/
theorem solution_error_le (A : E →ₗ[𝕜] F) (b : F) (v : Fin m → E) (f : Fin m → F)
    (y : Fin m → 𝕜) (ρ : Fin m → ℝ) (C ε : ℝ) (hm : 0 < m) (hC : 0 < C) (hρ : ∀ j, 0 < ρ j)
    (hy : ∀ j, ‖y j‖ ≤ C * ρ j) (hf : ∀ j, ‖f j‖ ≤ ε / (m * C * ρ j))
    (σ : ℝ) (hσ : 0 < σ) (hA : ∀ z, σ * ‖z‖ ≤ ‖A z‖) (xs : E) (hxs : A xs = b) :
    ‖xs - iterate v y‖ ≤ (‖computedResidual b (inexactProduct A v f) y‖ + ε) / σ := by
  have h1 := (abs_le.mp (abs_residual_norms_le A b v f y ρ C ε hm hC hρ hy hf)).2
  -- the operator maps the error to the true residual
  have h2 : A (xs - iterate v y) = trueResidual A b (iterate v y) := by
    rw [map_sub, hxs, trueResidual]
  have h3 := hA (xs - iterate v y)
  rw [h2] at h3
  rw [le_div_iff₀ hσ]
  linarith
```

The solution x⋆ is `xs`, and its existence is assumed through `hxs`. Step `h1` is ‖r‖ − ‖r̃‖ ≤ ε, `h2` is A (x⋆ − x) = r, and `h3` is the lower bound `hA` at z = x⋆ − x. After `le_div_iff₀` clears the division by σ, `linarith` combines `h1` and `h3`.

```lean
/-- For `m ≥ 1` and `C, ρ_j > 0`, if each error is `f_j = Δ_j v_j` with `‖v_j‖ ≤ 1` and operator
norm `‖Δ_j‖ ≤ ε / (m C ρ_j)`, and `|y_j| ≤ C ρ_j`, the residual gap has norm at most `ε`. -/
theorem norm_residualGap_le_of_perturbed (A : E →ₗ[𝕜] F) (b : F) (v : Fin m → E)
    (Δ : Fin m → E →L[𝕜] F) (y : Fin m → 𝕜) (ρ : Fin m → ℝ) (C ε : ℝ) (hm : 0 < m)
    (hC : 0 < C) (hρ : ∀ j, 0 < ρ j) (hv : ∀ j, ‖v j‖ ≤ 1) (hy : ∀ j, ‖y j‖ ≤ C * ρ j)
    (hΔ : ∀ j, ‖Δ j‖ ≤ ε / (m * C * ρ j)) :
    ‖residualGap A b v (fun j => Δ j (v j)) y‖ ≤ ε := by
  refine norm_residualGap_le A b v _ y ρ C ε hm hC hρ hy fun j => ?_
  calc ‖Δ j (v j)‖ ≤ ‖Δ j‖ * ‖v j‖ := (Δ j).le_opNorm _
    _ ≤ ‖Δ j‖ * 1 := mul_le_mul_of_nonneg_left (hv j) (norm_nonneg _)
    _ ≤ ε / (m * C * ρ j) := by rw [mul_one]; exact hΔ j

end

end InexactSubspaceResidual
```

Each `Δ j` is a continuous linear map, `E →L[𝕜] F`, and `‖Δ j‖` is its operator norm. The `calc` block is the chain ‖Δⱼ vⱼ‖ ≤ ‖Δⱼ‖ ‖vⱼ‖ ≤ ‖Δⱼ‖ ≤ ε / (m C ρⱼ), which supplies `hf` to `norm_residualGap_le`.

```lean
#print axioms InexactSubspaceResidual.residualGap_eq
-- 'InexactSubspaceResidual.residualGap_eq' depends on axioms: [propext, Classical.choice, Quot.sound]
#print axioms InexactSubspaceResidual.norm_residualGap_sharp
-- 'InexactSubspaceResidual.norm_residualGap_sharp' depends on axioms: [propext, Classical.choice, Quot.sound]
#print axioms InexactSubspaceResidual.solution_error_le
-- 'InexactSubspaceResidual.solution_error_le' depends on axioms: [propext, Classical.choice, Quot.sound]
#print axioms InexactSubspaceResidual.norm_residualGap_le_of_perturbed
-- 'InexactSubspaceResidual.norm_residualGap_le_of_perturbed' depends on axioms: [propext, Classical.choice, Quot.sound]
```
